# Peierls phases on a nearest-neighbour ring of three or more sites are gauge equivalent exactly when their total fluxes agree modulo $2\pi$

The ring is represented by an $N\times N$ matrix whose rows and columns are labelled by the integers modulo $N$, and the two directions of each bond enter as separate terms that are added. Labels in `ZMod N` make site $N-1$ a neighbour of site $0$ without a special rule for the boundary. Adding the terms keeps the matrix meaningful for $N=1$ and $N=2$, where different hops land in the same entry. From $N=3$ on, every directed hop has an entry to itself, and the "only if" half of the result relies on this.

The model is a single particle with nearest-neighbour hopping of unit strength and no on-site energies. Each bond $j$, joining sites $j$ and $j+1$, has a real phase $\theta_j$. Physically, $\theta_j$ stands for the line integral of the vector potential along the bond from site $j+1$ to site $j$, in units of $\hbar$ over the charge. The total flux is the sum $\sum_j\theta_j$ over all bonds of the ring, in the same units. This Peierls form of the coupling is assumed, not derived from a continuum Hamiltonian.

In Lean 4 with Mathlib:

```lean
import Mathlib

open Matrix

namespace PeierlsRing

noncomputable section
```

## Bond factors and the hopping matrix

Write the phase factor of a real angle $x$ as $u(x)=e^{ix}$; in the code it is `phase x`.

```lean
/-- The phase factor `exp(i x)` of a real angle `x`. -/
def phase (x : ℝ) : ℂ := Complex.exp (x * Complex.I)
```

The hopping matrix $H(\theta)$ has the entries
$$H_{ij}=\delta_{j,i+1}\,e^{i\theta_i}+\delta_{i,j+1}\,e^{-i\theta_j}.$$
The factor $e^{i\theta_j}$ therefore sits in row $j$, column $j+1$. Acting on a state, it multiplies the amplitude on site $j+1$ and contributes to site $j$. The opposite convention reverses the sign of every $\theta_j$.

```lean
/-- The nearest-neighbour hopping matrix on a ring of `N` sites: each bond `j` adds `exp(i θ_j)` to
the entry `(j, j + 1)` and the conjugate factor to the entry `(j + 1, j)`. -/
def hopping {N : ℕ} (θ : ZMod N → ℝ) : Matrix (ZMod N) (ZMod N) ℂ :=
  Matrix.of fun i j =>
    (if j = i + 1 then phase (θ i) else 0) + (if i = j + 1 then phase (-θ j) else 0)
```

A gauge transformation with real site phases $\chi_j$ is the diagonal matrix $G(\chi)$ with $G_{jj}=e^{i\chi_j}$. Every diagonal unitary has this form, since its diagonal entries have modulus one.

```lean
/-- The gauge transformation that multiplies the amplitude on site `j` by `exp(i χ_j)`. -/
def gauge {N : ℕ} (χ : ZMod N → ℝ) : Matrix (ZMod N) (ZMod N) ℂ :=
  Matrix.diagonal fun j => phase (χ j)
```

Three facts about phase factors are needed. The first is $u(x+y)=u(x)u(y)$, from the addition law of the exponential.

```lean
/-- Phase factors multiply when their angles are added. -/
theorem phase_add (x y : ℝ) : phase (x + y) = phase x * phase y := by
  simp only [phase]
  rw [← Complex.exp_add]
  congr 1
  push_cast
  ring
```

The second is $u(x)^*=u(-x)$, because conjugation changes $i$ into $-i$.

```lean
/-- Complex conjugation reverses the angle of a phase factor. -/
theorem star_phase (x : ℝ) : star (phase x) = phase (-x) := by
  simp only [phase]
  rw [Complex.star_def, ← Complex.exp_conj]
  simp
```

The third is that $e^{ix}=e^{iy}$ holds exactly when $x=y+2\pi m$ for some integer $m$. The proof takes the periodicity of the complex exponential from Mathlib and compares imaginary parts.

```lean
/-- Two phase factors agree exactly when their angles differ by a multiple of `2π`. -/
theorem phase_eq_iff (x y : ℝ) :
    phase x = phase y ↔ ∃ m : ℤ, x = y + 2 * Real.pi * m := by
  simp only [phase]
  rw [Complex.exp_eq_exp_iff_exists_int]
  constructor
  · rintro ⟨m, hm⟩
    refine ⟨m, ?_⟩
    have h := congrArg Complex.im hm
    simp at h
    linarith
  · rintro ⟨m, hm⟩
    refine ⟨m, ?_⟩
    rw [hm]
    push_cast
    ring
```

Exchanging $i$ and $j$ in $H_{ij}$ and conjugating turns each of its two terms into the other, so $H^\dagger=H$. The final `add_comm` is this exchange.

```lean
/-- The hopping matrix is Hermitian. -/
theorem hopping_isHermitian {N : ℕ} (θ : ZMod N → ℝ) : (hopping θ).IsHermitian := by
  unfold Matrix.IsHermitian
  ext i j
  simp only [Matrix.conjTranspose_apply, hopping, Matrix.of_apply, star_add,
    apply_ite (star : ℂ → ℂ), star_phase, star_zero, neg_neg]
  rw [add_comm]
```

From here on $N$ is positive. Since $e^{-i\chi_j}e^{i\chi_j}=1$ on every site, $G^\dagger G=1$ and $G$ is unitary.

```lean
variable {N : ℕ} [NeZero N]

/-- A gauge transformation is unitary. -/
theorem gauge_unitary (χ : ZMod N → ℝ) : gauge χ ∈ Matrix.unitaryGroup (ZMod N) ℂ := by
  rw [Matrix.mem_unitaryGroup_iff', Matrix.star_eq_conjTranspose, gauge,
    Matrix.diagonal_conjTranspose, Matrix.diagonal_mul_diagonal, ← Matrix.diagonal_one]
  refine congrArg Matrix.diagonal (funext fun j => ?_)
  show star (phase (χ j)) * phase (χ j) = 1
  rw [star_phase, ← phase_add, neg_add_cancel]
  simp [phase]
```

## What a gauge transformation does to a bond

Conjugation by a diagonal matrix multiplies each entry by a row factor and a column factor. The term $e^{i\theta_j}$ in row $j$, column $j+1$ therefore becomes
$$e^{i\chi_j}e^{i\theta_j}e^{-i\chi_{j+1}}=e^{i(\theta_j+\chi_j-\chi_{j+1})}.$$
The reversed hop acquires the conjugate factor. Hence $GH(\theta)G^\dagger$ is again a hopping matrix, with bond phases $\theta_j+\chi_j-\chi_{j+1}$. The proof treats the two terms of an entry separately, and in each the case split asks whether the hop is present.

```lean
/-- A gauge transformation shifts each bond phase by the difference of the site phases
at its two ends. -/
theorem gauge_conj (θ χ : ZMod N → ℝ) :
    gauge χ * hopping θ * (gauge χ)ᴴ = hopping fun j => θ j + χ j - χ (j + 1) := by
  ext i j
  rw [gauge, Matrix.diagonal_conjTranspose, Matrix.mul_diagonal, Matrix.diagonal_mul]
  simp only [hopping, Matrix.of_apply, Pi.star_apply, star_phase, mul_add, add_mul]
  congr 1
  · split_ifs with h
    · subst h
      rw [← phase_add, ← phase_add]
      congr 1
      ring
    · simp
  · split_ifs with h
    · subst h
      rw [← phase_add, ← phase_add]
      congr 1
      ring
    · simp
```

## Equal flux is sufficient

Let $\theta'$ be a second phase pattern with $\sum_j\theta_j=\sum_j\theta'_j+2\pi m$. Define partial sums by
$$S_0=0,\qquad S_{n+1}=S_n+\theta_n-\theta'_n,$$
and set $\chi_j=S_j$ for $0\le j<N$. For $j<N-1$,
$$\theta_j+S_j-S_{j+1}=\theta'_j.$$
On the closing bond $j=N-1$ the next site is $0$, and
$$\theta_{N-1}+S_{N-1}-S_0=\theta'_{N-1}+S_N=\theta'_{N-1}+2\pi m.$$
The phase factor does not see the last term, so all bond factors agree.

In the code, `hr` identifies the sum over $0,\dots,N-1$ with the sum over the ring, which gives $S_N=2\pi m$. The statement `key` is the equality of bond factors, with the closing bond as its second case. The argument works for every $N\ge1$.

```lean
/-- If two patterns of bond phases have the same total flux modulo `2π`, a gauge
transformation carries one hopping matrix into the other. -/
theorem exists_gauge (θ θ' : ZMod N → ℝ) (m : ℤ)
    (h : ∑ j, θ j = ∑ j, θ' j + 2 * Real.pi * m) :
    ∃ χ : ZMod N → ℝ, gauge χ * hopping θ * (gauge χ)ᴴ = hopping θ' := by
  -- accumulate the phase differences along the ring, starting from site 0
  obtain ⟨S, hS0, hS1, hSN⟩ : ∃ S : ℕ → ℝ, S 0 = 0 ∧
      (∀ n : ℕ, S (n + 1) = S n + (θ (n : ZMod N) - θ' (n : ZMod N))) ∧
      S N = 2 * Real.pi * m := by
    refine ⟨fun n => ∑ k ∈ Finset.range n, (θ (k : ZMod N) - θ' (k : ZMod N)),
      by simp, fun n => Finset.sum_range_succ _ n, ?_⟩
    have hr : ∑ k ∈ Finset.range N, (θ (k : ZMod N) - θ' (k : ZMod N))
        = ∑ j : ZMod N, (θ j - θ' j) := by
      refine Finset.sum_nbij' (fun k : ℕ => (k : ZMod N)) (fun j : ZMod N => j.val)
        ?_ ?_ ?_ ?_ ?_
      · intro k _
        exact Finset.mem_univ _
      · intro j _
        exact Finset.mem_range.mpr (ZMod.val_lt j)
      · intro k hk
        exact ZMod.val_cast_of_lt (Finset.mem_range.mp hk)
      · intro j _
        exact ZMod.natCast_zmod_val j
      · intro k _
        rfl
    show ∑ k ∈ Finset.range N, (θ (k : ZMod N) - θ' (k : ZMod N)) = 2 * Real.pi * m
    rw [hr, Finset.sum_sub_distrib, h]
    ring
  have key : ∀ j : ZMod N, phase (θ j + S j.val - S (j + 1).val) = phase (θ' j) := by
    intro j
    have hv : (j + 1).val = (j.val + 1) % N := by
      have h1 := ZMod.val_natCast N (j.val + 1)
      rwa [Nat.cast_add, Nat.cast_one, ZMod.natCast_zmod_val] at h1
    have hs := hS1 j.val
    rw [ZMod.natCast_zmod_val] at hs
    have hlt := ZMod.val_lt j
    rw [phase_eq_iff]
    by_cases hj : j.val + 1 < N
    · refine ⟨0, ?_⟩
      rw [hv, Nat.mod_eq_of_lt hj, hs]
      push_cast
      ring
    · -- the closing bond picks up the total flux difference
      have hjN : j.val + 1 = N := by omega
      refine ⟨m, ?_⟩
      rw [hv, hjN, Nat.mod_self, hS0]
      rw [hjN, hSN] at hs
      linarith
  refine ⟨fun j => S j.val, ?_⟩
  rw [gauge_conj]
  ext i j
  simp only [hopping, Matrix.of_apply, ← star_phase, key]
```

## Equal flux is necessary from three sites on

Suppose now that $GH(\theta)G^\dagger=H(\theta')$ and $N\ge3$. Then $j\ne j+2$ on the ring, so the entry $(j,j+1)$ contains a single hop, and comparing both sides there gives integers $m_j$ with
$$\theta_j+\chi_j-\chi_{j+1}=\theta'_j+2\pi m_j.$$
Summing over $j$ cancels the site phases, because $\sum_j\chi_{j+1}=\sum_j\chi_j$. What remains is
$$\sum_j\theta_j=\sum_j\theta'_j+2\pi\sum_j m_j.$$
In the proof, `hne` is the statement $j\ne j+2$, `hb` the bond equation, and `hshift` the cancellation.

The bound on $N$ is sharp. For $N=2$ the patterns $(\pi/2,0)$ and $(-\pi/2,0)$ give $H_{01}=1+i$ and $H_{01}=1-i$. Since $1-i=-i(1+i)$, the gauge transformation with $\chi_0=-\pi/2$ and $\chi_1=0$ carries the first matrix into the second, although the total fluxes differ by $\pi$.

```lean
/-- On a ring of at least three sites, two hopping matrices are related by a gauge
transformation exactly when their total fluxes agree modulo `2π`. -/
theorem gauge_equivalent_iff (hN : 3 ≤ N) (θ θ' : ZMod N → ℝ) :
    (∃ χ : ZMod N → ℝ, gauge χ * hopping θ * (gauge χ)ᴴ = hopping θ') ↔
      ∃ m : ℤ, ∑ j, θ j = ∑ j, θ' j + 2 * Real.pi * m := by
  constructor
  · rintro ⟨χ, hχ⟩
    rw [gauge_conj] at hχ
    -- the entry `(j, j + 1)` contains only the term with `θ j`
    have hb : ∀ j : ZMod N, ∃ m : ℤ,
        θ j + χ j - χ (j + 1) = θ' j + 2 * Real.pi * m := by
      intro j
      have hne : ¬ (j = j + 1 + 1) := by
        intro h
        have h0 : ((2 : ℕ) : ZMod N) = 0 := by
          push_cast
          linear_combination (-1 : ZMod N) * h
        have hd := Nat.le_of_dvd (by norm_num) ((CharP.cast_eq_zero_iff (ZMod N) N 2).mp h0)
        omega
      rw [← phase_eq_iff]
      have e := congrFun (congrFun hχ j) (j + 1)
      simpa [hopping, hne] using e
    choose m hm using hb
    -- the site phases cancel around the ring
    have hshift : ∑ j, χ (j + 1) = ∑ j, χ j :=
      Equiv.sum_comp (Equiv.addRight (1 : ZMod N)) χ
    have hsum := Finset.sum_congr (rfl : (Finset.univ : Finset (ZMod N)) = Finset.univ)
      (fun j _ => hm j)
    rw [Finset.sum_sub_distrib, Finset.sum_add_distrib, Finset.sum_add_distrib, hshift,
      ← Finset.mul_sum] at hsum
    refine ⟨∑ j, m j, ?_⟩
    rw [Int.cast_sum]
    linarith
  · rintro ⟨m, hm⟩
    exact exists_gauge θ θ' m hm
```

## Spreading the flux uniformly

Take $\theta'_j=\Phi/N$ on every bond. Its total is $\Phi$, so the equivalence says that the uniform pattern can be reached exactly when $\Phi=\sum_j\theta_j+2\pi m$ for some integer $m$. The change of sign of $m$ in the last line only moves the multiple of $2\pi$ to the other side.

```lean
/-- On a ring of at least three sites, the bond phases can be gauged to the uniform value
`Φ / N` exactly when `Φ` is the sum of the bond phases modulo `2π`. -/
theorem uniform_gauge_iff (hN : 3 ≤ N) (θ : ZMod N → ℝ) (Φ : ℝ) :
    (∃ χ : ZMod N → ℝ, gauge χ * hopping θ * (gauge χ)ᴴ = hopping fun _ => Φ / N) ↔
      ∃ m : ℤ, Φ = ∑ j, θ j + 2 * Real.pi * m := by
  have hN0 : (N : ℝ) ≠ 0 := Nat.cast_ne_zero.mpr (NeZero.ne N)
  have hc : ∑ _j : ZMod N, Φ / (N : ℝ) = Φ := by
    rw [Finset.sum_const, Finset.card_univ, ZMod.card, nsmul_eq_mul]
    field_simp
  rw [gauge_equivalent_iff hN, hc]
  constructor <;> rintro ⟨m, hm⟩ <;> exact ⟨-m, by push_cast; linarith⟩
```

Take $N=3$ and $\theta=(\pi/2,0,0)$, with all the flux on one bond. For $\Phi=\pi/2$ the uniform phase is $\pi/6$, and the partial sums give
$$\chi_0=0,\qquad \chi_1=\frac{\pi}{2}-\frac{\pi}{6}=\frac{\pi}{3},\qquad \chi_2=\frac{\pi}{3}-\frac{\pi}{6}=\frac{\pi}{6}.$$
The new bond phases are $\pi/2+0-\pi/3$, $0+\pi/3-\pi/6$ and $0+\pi/6-0$, each equal to $\pi/6$. The choice $\Phi=\pi/2+2\pi$ is equally allowed and leads to the uniform phase $5\pi/6$: a different matrix, but a gauge-equivalent one.

## Energy levels of the ring

For an integer $k$ put $a=(\sum_j\theta_j+2\pi k)/N$. On the uniform ring with bond phase $a$, the constant vector satisfies
$$(H\mathbf 1)_j=e^{ia}+e^{-ia}=2\cos a.$$
Since $Na$ equals the original flux modulo $2\pi$, some $G$ satisfies $GH(\theta)G^\dagger=H(a)$, where $H(a)$ denotes the uniform matrix. Multiplying by $G^\dagger$ from the left gives $H(\theta)G^\dagger=G^\dagger H(a)$, so $\psi=G^\dagger\mathbf 1$ obeys
$$H(\theta)\psi=2\cos\!\left(\frac{\sum_j\theta_j+2\pi k}{N}\right)\psi .$$
These steps are `hu`, `e` and the final rewriting. Each component of $\psi$ has modulus one; the normalised state is $\psi/\sqrt N$, with probability $1/N$ on every site.

```lean
/-- For every integer `k`, the ring has an eigenvector of unit modulus on every site with
eigenvalue `2 cos((∑ θ_j + 2πk) / N)`. -/
theorem ring_level (θ : ZMod N → ℝ) (k : ℤ) :
    ∃ ψ : ZMod N → ℂ, (∀ j, ‖ψ j‖ = 1) ∧
      hopping θ *ᵥ ψ =
        ((2 * Real.cos ((∑ j, θ j + 2 * Real.pi * k) / N) : ℝ) : ℂ) • ψ := by
  have hN0 : (N : ℝ) ≠ 0 := Nat.cast_ne_zero.mpr (NeZero.ne N)
  obtain ⟨a, ha⟩ : ∃ a : ℝ, a = (∑ j, θ j + 2 * Real.pi * k) / N := ⟨_, rfl⟩
  rw [← ha]
  have hc : ∑ _j : ZMod N, a = ∑ j, θ j + 2 * Real.pi * k := by
    rw [Finset.sum_const, Finset.card_univ, ZMod.card, nsmul_eq_mul, ha]
    field_simp
  obtain ⟨χ, hχ⟩ := exists_gauge θ (fun _ => a) (-k) (by rw [hc]; push_cast; ring)
  -- the constant vector is an eigenvector of the uniform ring
  have hu : hopping (fun _ : ZMod N => a) *ᵥ (1 : ZMod N → ℂ)
      = ((2 * Real.cos a : ℝ) : ℂ) • (1 : ZMod N → ℂ) := by
    ext i
    have hi : ∀ j : ZMod N, (i = j + 1) ↔ (j = i - 1) := fun j =>
      ⟨fun h => by rw [h]; ring, fun h => by rw [h]; ring⟩
    have hcos : phase a + phase (-a) = ((2 * Real.cos a : ℝ) : ℂ) := by
      simp only [phase]
      push_cast
      rw [Complex.cos]
      ring
    simp only [Matrix.mulVec, dotProduct, hopping, Matrix.of_apply, Pi.one_apply, mul_one,
      Finset.sum_add_distrib, Pi.smul_apply, smul_eq_mul, hi, Finset.sum_ite_eq',
      Finset.mem_univ, if_true]
    exact hcos
  have hU : (gauge χ)ᴴ * gauge χ = 1 := Matrix.mem_unitaryGroup_iff'.mp (gauge_unitary χ)
  have e : hopping θ * (gauge χ)ᴴ = (gauge χ)ᴴ * hopping (fun _ => a) := by
    rw [← hχ, ← mul_assoc, ← mul_assoc, hU, one_mul]
  -- undo the gauge transformation
  refine ⟨(gauge χ)ᴴ *ᵥ 1, fun j => ?_, ?_⟩
  · simp only [gauge, Matrix.diagonal_conjTranspose, Matrix.mulVec_diagonal, Pi.star_apply,
      Pi.one_apply, mul_one, norm_star, phase, Complex.norm_exp_ofReal_mul_I]
  · rw [Matrix.mulVec_mulVec, e, ← Matrix.mulVec_mulVec, hu, Matrix.mulVec_smul]

end

end PeierlsRing
```

```lean
#print axioms PeierlsRing.hopping_isHermitian
-- 'PeierlsRing.hopping_isHermitian' depends on axioms: [propext, Classical.choice, Quot.sound]
#print axioms PeierlsRing.gauge_equivalent_iff
-- 'PeierlsRing.gauge_equivalent_iff' depends on axioms: [propext, Classical.choice, Quot.sound]
#print axioms PeierlsRing.uniform_gauge_iff
-- 'PeierlsRing.uniform_gauge_iff' depends on axioms: [propext, Classical.choice, Quot.sound]
#print axioms PeierlsRing.ring_level
-- 'PeierlsRing.ring_level' depends on axioms: [propext, Classical.choice, Quot.sound]
```

In the three-site example, $k=0,1,2$ give the energies $\sqrt3$, $-\sqrt3$ and $0$. The theorem supplies an eigenvector for each $k$; it makes no statement about completeness or degeneracy. With the common hopping amplitude $-t$ in place of $1$, all energies are multiplied by $-t$.

## The same step in a tight-binding calculation

For this finite, non-interacting ring, a program may place the whole flux on the closing bond, as a twisted boundary condition, or spread it evenly. The spectrum is the same, and the even choice makes the matrix translation invariant, so that plane waves diagonalise it.

To pass between the two, one accumulates the differences $\theta_j-\theta'_j$ into an array `chi` that starts at zero and has one entry per site. With `g = exp(1j*chi)`, the NumPy expression `g[:, None] * H * g.conj()[None, :]` is the transformed matrix. Eigenvectors must be multiplied by `g` as well, and operators such as the bond current have to be transformed along with $H$ if expectation values are to be compared.
